# The low-energy photon–photon cross section $973\,\alpha^4\omega^6/(10125\pi\, m^8)$ from helicity amplitudes

Two light beams crossing in vacuum do not deflect each other in Maxwell's theory, whose equations are linear. In QED four photons couple through a closed electron loop, so photons scatter off photons. When the photon energy $\omega$ is far below the electron mass $m$, the loop acts as a contact interaction and, to leading order in $\omega/m$ and up to phases, the helicity amplitudes are quadratic polynomials in the Mandelstam variables. The question is what angular distribution and total cross section these amplitudes give for unpolarised photons of equal energy $\omega$ that meet head-on, which is the centre-of-mass frame. The amplitudes are an input here: the loop integral, or equivalently the Euler–Heisenberg Lagrangian, is not derived. In the units used, $\hbar$ and the speed of light are 1; $\alpha$ is the fine-structure constant, and the letter $c$ is kept for the cosine of the scattering angle.

```lean
import Mathlib

open Real Matrix

namespace LightByLight

noncomputable section
```

## The model

A four-momentum is a pair $p=(E,\mathbf p)$ with $E\in\mathbb R$ and $\mathbf p\in\mathbb R^3$. In Lean `p.1` is the energy and `p.2` the spatial part, whose components 0, 1, 2 are $x,y,z$.

```lean
/-- A four-momentum: energy and spatial momentum. -/
abbrev FourVec := ℝ × (Fin 3 → ℝ)
```

The metric has signature $(+,-,-,-)$, so $p^2=E^2-\mathbf p\cdot\mathbf p$.

```lean
/-- Minkowski square `E² - |p|²`. -/
def msq (p : FourVec) : ℝ := p.1 ^ 2 - p.2 ⬝ᵥ p.2
```

Photons 1 and 2 come in with momenta $p_1,p_2$, and photons 3 and 4 go out with $p_3,p_4$. The first invariant is $s=(p_1+p_2)^2$.

```lean
/-- Mandelstam variable `s = (p₁ + p₂)²`. -/
def mandS (p₁ p₂ : FourVec) : ℝ := msq (p₁ + p₂)
```

The other two are $t=(p_1-p_3)^2$ and $u=(p_1-p_4)^2$. One function serves for both: $t$ is `mandT p₁ p₃` and $u$ is `mandT p₁ p₄`.

```lean
/-- Squared momentum transfer `(p - q)²`: `t` for `(p₁, p₃)` and `u` for `(p₁, p₄)`. -/
def mandT (p q : FourVec) : ℝ := msq (p - q)
```

A photon of energy $\omega$ moving along $\mathbf n$ has momentum $(\omega,\omega\mathbf n)$, with square $\omega^2(1-\mathbf n\cdot\mathbf n)$. The definition accepts any vector, so the theorems carry $\mathbf n\cdot\mathbf n=1$ as a hypothesis where it is needed.

```lean
/-- Four-momentum `(ω, ω n)` of a photon of energy `ω` and direction `n`. -/
def photon (ω : ℝ) (n : Fin 3 → ℝ) : FourVec := (ω, ω • n)
```

Each photon $i$ has a helicity $h_i=\pm$, coded as a `Bool`. Helicities are labelled as if all four photons were incoming, so the label of an outgoing photon is opposite to its physical helicity, while the momenta $p_3,p_4$ remain the physical outgoing ones. With two real couplings $a$ and $b$, the amplitude $M_{h_1h_2h_3h_4}$ is
$$M_{++++}=b\,(s^2+t^2+u^2),\quad M_{++--}=a\,s^2,\quad M_{+-+-}=a\,t^2,\quad M_{+--+}=a\,u^2,$$
with the same values when all signs are reversed, and zero for the eight configurations in which one helicity differs from the other three. The all-equal case is tested first, so the later branches catch only two opposite pairs. Phases are dropped, which makes $M$ real and $|M|^2=M^2$.

```lean
/-- Low-energy four-photon helicity amplitude with couplings `a`, `b`
(all helicities counted as incoming, phases dropped). -/
def amp (a b s t u : ℝ) (h₁ h₂ h₃ h₄ : Bool) : ℝ :=
  if h₁ = h₂ ∧ h₂ = h₃ ∧ h₃ = h₄ then b * (s ^ 2 + t ^ 2 + u ^ 2)
  else if h₁ = h₂ ∧ h₃ = h₄ then a * s ^ 2
  else if h₁ = h₃ ∧ h₂ = h₄ then a * t ^ 2
  else if h₁ = h₄ ∧ h₂ = h₃ then a * u ^ 2
  else 0
```

For unpolarised beams one averages over the 4 initial and sums over the 4 final helicity states: $\langle M^2\rangle=\tfrac14\sum_{h_1h_2h_3h_4}M_{h_1h_2h_3h_4}^2$.

```lean
/-- Squared amplitude summed over all 16 helicity configurations and divided by the
4 initial ones. -/
def avgSq (a b s t u : ℝ) : ℝ :=
  1 / 4 * ∑ h₁, ∑ h₂, ∑ h₃, ∑ h₄, amp a b s t u h₁ h₂ h₃ h₄ ^ 2
```

For massless two-to-two scattering in the centre-of-mass frame, flux and phase space combine to
$$\frac{d\sigma}{d\Omega}=\frac{\langle M^2\rangle}{64\pi^2 s}.$$
This is adopted as a definition. `diffXS` takes any four momenta, but has this meaning only for centre-of-mass configurations, which are the ones used below.

```lean
/-- Unpolarised centre-of-mass differential cross section `⟨M²⟩ / (64 π² s)`. -/
def diffXS (a b : ℝ) (p₁ p₂ p₃ p₄ : FourVec) : ℝ :=
  avgSq a b (mandS p₁ p₂) (mandT p₁ p₃) (mandT p₁ p₄) / (64 * π ^ 2 * mandS p₁ p₂)
```

The beam runs along $\mathbf e_z=(0,0,1)$.

```lean
/-- The beam axis. -/
def ez : Fin 3 → ℝ := ![0, 0, 1]
```

An outgoing direction with polar cosine $c=\cos\theta\in[-1,1]$ and azimuth $\varphi$ is $\mathbf n(c,\varphi)=(\sqrt{1-c^2}\cos\varphi,\ \sqrt{1-c^2}\sin\varphi,\ c)$.

```lean
/-- The direction with polar cosine `c` and azimuth `φ`. -/
def dir (c φ : ℝ) : Fin 3 → ℝ := ![√(1 - c ^ 2) * cos φ, √(1 - c ^ 2) * sin φ, c]
```

The solid-angle element is $d\Omega=dc\,d\varphi$. The final photons are identical, so $\mathbf n$ and $-\mathbf n$ describe the same final state and the full sphere counts each state twice:
$$\sigma=\frac12\int_0^{2\pi}\!d\varphi\int_{-1}^{1}\!dc\;\frac{d\sigma}{d\Omega}.$$
The factor $\tfrac12$ is part of the definition.

```lean
/-- Total cross section for head-on photons of energy `ω`: half the solid-angle integral
of the differential cross section, the final photons being identical. -/
def totalXS (a b ω : ℝ) : ℝ :=
  1 / 2 * ∫ φ in (0 : ℝ)..2 * π, ∫ c in (-1 : ℝ)..1,
    diffXS a b (photon ω ez) (photon ω (-ez)) (photon ω (dir c φ)) (photon ω (-dir c φ))
```

The one-loop QED values of the couplings, taken as given, are $a=11\alpha^2/(45m^4)$

```lean
/-- The QED coupling `a = 11 α² / (45 m⁴)`. -/
def qedA (α m : ℝ) : ℝ := 11 * α ^ 2 / (45 * m ^ 4)
```

and $b=-3\alpha^2/(45m^4)$. Only $b^2$ enters the results, so its sign convention has no effect.

```lean
/-- The QED coupling `b = -3 α² / (45 m⁴)`. -/
def qedB (α m : ℝ) : ℝ := -3 * α ^ 2 / (45 * m ^ 4)
```

## Algebra of the invariants

Write $p\cdot q$ for the Minkowski product. Expanding the three squares gives
$$s+t+u=3p_1^2+p_2^2+p_3^2+p_4^2+2p_1\cdot(p_2-p_3-p_4).$$
Momentum conservation $p_1+p_2=p_3+p_4$ turns the bracket into $-p_1$, so $s+t+u=p_1^2+p_2^2+p_3^2+p_4^2$, which vanishes for four massless particles in any frame.

```lean
/-- For four massless particles with momentum conservation, `s + t + u = 0`. -/
theorem mandelstam_sum_zero (p₁ p₂ p₃ p₄ : FourVec) (h : p₁ + p₂ = p₃ + p₄)
    (h₁ : msq p₁ = 0) (h₂ : msq p₂ = 0) (h₃ : msq p₃ = 0) (h₄ : msq p₄ = 0) :
    mandS p₁ p₂ + mandT p₁ p₃ + mandT p₁ p₄ = 0 := by
  obtain rfl : p₄ = p₁ + p₂ - p₃ := by rw [h]; abel
  simp only [mandS, mandT, msq, dotProduct, Fin.sum_univ_three, Prod.fst_add, Prod.snd_add,
    Prod.fst_sub, Prod.snd_sub, Pi.add_apply, Pi.sub_apply] at h₁ h₂ h₃ h₄ ⊢
  -- s + t + u is the sum of the four squared masses
  linear_combination h₁ + h₂ + h₃ + h₄
```

The proof eliminates $p_4=p_1+p_2-p_3$, expands in components, and `linear_combination h₁ + h₂ + h₃ + h₄` is the statement that $s+t+u$ is the sum of the four squared masses.

A concrete event meets these conditions with $s\neq0$: photons of unit energy arriving along $\pm z$ and leaving along $\pm x$. Both pairs have total momentum $(2,\mathbf 0)$, all four photons are massless, and $s=4$.

```lean
/-- Unit-energy photons scattering from the `z` axis to the `x` axis conserve momentum,
are massless, and have `s = 4`. -/
theorem mandelstam_witness :
    photon 1 ez + photon 1 (-ez) = photon 1 ![1, 0, 0] + photon 1 (-![1, 0, 0]) ∧
    msq (photon 1 ez) = 0 ∧ msq (photon 1 (-ez)) = 0 ∧
    msq (photon 1 ![1, 0, 0]) = 0 ∧ msq (photon 1 (-![1, 0, 0])) = 0 ∧
    mandS (photon 1 ez) (photon 1 (-ez)) = 4 := by
  have key : ∀ e n : Fin 3 → ℝ,
      photon 1 e + photon 1 (-e) = photon 1 n + photon 1 (-n) := by
    intro e n
    simp [photon]
  refine ⟨key _ _, ?_, ?_, ?_, ?_, ?_⟩ <;>
    simp [mandS, msq, photon, ez, dotProduct, Fin.sum_univ_three]
  norm_num
```

Let $s+t+u=0$ and $q=st+tu+us$. Squaring the constraint gives $s^2+t^2+u^2=-2q$. Also $q^2=s^2t^2+t^2u^2+u^2s^2+2stu(s+t+u)=s^2t^2+t^2u^2+u^2s^2$. Therefore $(s^2+t^2+u^2)^2=s^4+t^4+u^4+2q^2$, and the left side equals $4q^2$, so
$$s^4+t^4+u^4=2q^2=\tfrac12\,(s^2+t^2+u^2)^2 .$$
Lean takes a shorter road: substitute $u=-s-t$ and compare polynomials with `ring`.

```lean
/-- If `s + t + u = 0` then `s⁴ + t⁴ + u⁴ = (s² + t² + u²)² / 2`. -/
theorem quartic_identity {s t u : ℝ} (h : s + t + u = 0) :
    s ^ 4 + t ^ 4 + u ^ 4 = (s ^ 2 + t ^ 2 + u ^ 2) ^ 2 / 2 := by
  obtain rfl : u = -s - t := by linarith
  ring
```

With the squared QED numerators $11^2=121$ and $3^2=9$ as weights,
$$121(s^4+t^4+u^4)+9(s^2+t^2+u^2)^2=\left(\tfrac{121}{2}+9\right)(s^2+t^2+u^2)^2=\tfrac{139}{2}(s^2+t^2+u^2)^2 .$$
If moreover $t=-s(1-c)/2$ and $u=-s(1+c)/2$ for a real number $c$, then $t^2+u^2=s^2(1+c^2)/2$, hence $s^2+t^2+u^2=s^2(3+c^2)/2$ and the combination is $\tfrac{139}{8}s^4(3+c^2)^2$.

```lean
/-- If `s + t + u = 0`, the combination with weights `121` and `9` is
`(139/2)(s² + t² + u²)²`, and `(139/8) s⁴ (3 + c²)²` when `t, u = -s (1 ∓ c) / 2`. -/
theorem qed_combination {s t u : ℝ} (h : s + t + u = 0) :
    121 * (s ^ 4 + t ^ 4 + u ^ 4) + 9 * (s ^ 2 + t ^ 2 + u ^ 2) ^ 2
      = 139 / 2 * (s ^ 2 + t ^ 2 + u ^ 2) ^ 2 ∧
    ∀ c, t = -s * (1 - c) / 2 → u = -s * (1 + c) / 2 →
      139 / 2 * (s ^ 2 + t ^ 2 + u ^ 2) ^ 2 = 139 / 8 * s ^ 4 * (3 + c ^ 2) ^ 2 := by
  refine ⟨by rw [quartic_identity h]; ring, fun c ht hu => ?_⟩
  rw [ht, hu]
  ring
```

This theorem and `mandelstam_sum_zero` stand on their own; the route to the cross section runs through general $a,b$ and the explicit centre-of-mass invariants.

In the helicity sum each of the four non-zero amplitudes occurs twice, so
$$\langle M^2\rangle=\tfrac12\left[a^2(s^4+t^4+u^4)+b^2(s^2+t^2+u^2)^2\right]=\frac{a^2+2b^2}{4}\,(s^2+t^2+u^2)^2,$$
the last step by the quartic identity. In the proof `hsum` is the first equality, obtained by letting `simp` run through the 16 Boolean cases.

```lean
/-- If `s + t + u = 0`, the helicity-averaged squared amplitude is
`(a² + 2b²)/4 · (s² + t² + u²)²`. -/
theorem avgSq_eq (a b : ℝ) {s t u : ℝ} (h : s + t + u = 0) :
    avgSq a b s t u = (a ^ 2 + 2 * b ^ 2) / 4 * (s ^ 2 + t ^ 2 + u ^ 2) ^ 2 := by
  -- each of the four non-zero amplitudes occurs twice
  have hsum : avgSq a b s t u = 1 / 2 * (a ^ 2 * (s ^ 4 + t ^ 4 + u ^ 4)
      + b ^ 2 * (s ^ 2 + t ^ 2 + u ^ 2) ^ 2) := by
    simp [avgSq, amp]
    ring
  rw [hsum, quartic_identity h]
  ring
```

## Centre-of-mass cross section

Take unit vectors $\mathbf e,\mathbf n$ and $p_{1,2}=(\omega,\pm\omega\mathbf e)$, $p_{3,4}=(\omega,\pm\omega\mathbf n)$, and set $c=\mathbf e\cdot\mathbf n$. Then $p_1+p_2=(2\omega,\mathbf 0)$ gives $s=4\omega^2$. The differences have zero energy component, so
$$t=-\omega^2|\mathbf e-\mathbf n|^2=-2\omega^2(1-c)=-\tfrac{s}{2}(1-c),\qquad u=-\omega^2|\mathbf e+\mathbf n|^2=-\tfrac{s}{2}(1+c).$$

```lean
/-- For photons of energy `ω` entering along `±e` and leaving along `±n` (unit vectors),
`s = 4ω²` and `t, u = -s (1 ∓ e·n) / 2`. -/
theorem cm_kinematics (ω : ℝ) {e n : Fin 3 → ℝ} (he : e ⬝ᵥ e = 1) (hn : n ⬝ᵥ n = 1) :
    mandS (photon ω e) (photon ω (-e)) = 4 * ω ^ 2 ∧
    mandT (photon ω e) (photon ω n)
      = -mandS (photon ω e) (photon ω (-e)) * (1 - e ⬝ᵥ n) / 2 ∧
    mandT (photon ω e) (photon ω (-n))
      = -mandS (photon ω e) (photon ω (-e)) * (1 + e ⬝ᵥ n) / 2 := by
  simp only [mandS, mandT, msq, photon, dotProduct, Fin.sum_univ_three, Prod.fst_add,
    Prod.snd_add, Prod.fst_sub, Prod.snd_sub, Pi.add_apply, Pi.sub_apply, Pi.smul_apply,
    Pi.neg_apply, smul_eq_mul] at he hn ⊢
  refine ⟨by ring, ?_, ?_⟩
  · linear_combination (-ω ^ 2) * he + (-ω ^ 2) * hn
  · linear_combination (-ω ^ 2) * he + (-ω ^ 2) * hn
```

The multipliers $-\omega^2$ on `he` and `hn` in `linear_combination` replace $\mathbf e\cdot\mathbf e$ and $\mathbf n\cdot\mathbf n$ by 1 in $-\omega^2|\mathbf e\mp\mathbf n|^2$. The statement holds for every real $\omega$.

These values satisfy $s+t+u=0$ directly. Inserting $s^2+t^2+u^2=s^2(3+c^2)/2$ and $s^3=64\omega^6$,
$$\frac{d\sigma}{d\Omega}=\frac{a^2+2b^2}{16}\,\frac{s^4(3+c^2)^2}{64\pi^2s}=\frac{(a^2+2b^2)(3+c^2)^2}{16\pi^2}\,\omega^6 .$$
The theorem states this divided by $\omega^6$, for $\omega>0$ and any unit $\mathbf e,\mathbf n$.

```lean
/-- The centre-of-mass differential cross section divided by `ω⁶` is
`(a² + 2b²)(3 + (e·n)²)² / (16π²)`. -/
theorem diffXS_cm (a b : ℝ) {ω : ℝ} (hω : 0 < ω) {e n : Fin 3 → ℝ}
    (he : e ⬝ᵥ e = 1) (hn : n ⬝ᵥ n = 1) :
    diffXS a b (photon ω e) (photon ω (-e)) (photon ω n) (photon ω (-n)) / ω ^ 6
      = (a ^ 2 + 2 * b ^ 2) * (3 + (e ⬝ᵥ n) ^ 2) ^ 2 / (16 * π ^ 2) := by
  obtain ⟨hs, ht, hu⟩ := cm_kinematics ω he hn
  have hsum : mandS (photon ω e) (photon ω (-e)) + mandT (photon ω e) (photon ω n)
      + mandT (photon ω e) (photon ω (-n)) = 0 := by
    rw [ht, hu]; ring
  have hπ := pi_ne_zero
  have hω' := hω.ne'
  unfold diffXS
  rw [avgSq_eq a b hsum, ht, hu, hs]
  field_simp
  ring
```

Here `hsum` supplies the constraint that `avgSq_eq` needs, the rewrites insert $t,u,s$, and `field_simp` and `ring` clear the denominators and compare the two sides. At $\omega=0$ the left side is a division by zero, which Lean evaluates to 0 while the right side is positive unless $a=b=0$, so a condition excluding $\omega=0$ is needed.

The right-angle event above serves as an instance on paper. It has $\omega=1$, $c=0$, $s=4$, $t=u=-2$. Then $s^2+t^2+u^2=24$ and $s^4+t^4+u^4=256+16+16=288=24^2/2$. The weighted combination is $121\cdot288+9\cdot576=40032$, equal to $\tfrac{139}{8}\cdot256\cdot9$. With $a=11$, $b=-3$, that is in units of $\alpha^2/(45m^4)$, one has $\langle M^2\rangle=40032/2=20016$ and $d\sigma/d\Omega=20016/(256\pi^2)=1251/(16\pi^2)$, in agreement with $139\cdot9/(16\pi^2)$.

The limiting direction is forward scattering, $\mathbf n=\mathbf e$, where $c=1$, $t=0$, $u=-s$. The formula stays finite there, the angular factor is $16$ against $9$ at right angles, and the ratio $16/9$ does not depend on the couplings. The backward direction $c=-1$ gives the same value, as it must for identical photons.

For the polar integral, $(3+c^2)^2=9+6c^2+c^4$ has the antiderivative $9c+2c^3+c^5/5$. This is odd and equals $56/5$ at $c=1$, so
$$\int_{-1}^1(3+c^2)^2\,dc=\frac{112}{5},\qquad \pi\int_{-1}^1\frac{139(3+c^2)^2}{(180\pi)^2}\,dc=\frac{139\cdot112}{5\cdot32400\,\pi}=\frac{973}{10125\,\pi}.$$

```lean
/-- The integral of `(3 + c²)²` over `[-1, 1]` is `112/5`, and `π` times the integral of
`139 (3 + c²)² / (180π)²` is `973 / (10125π)`. -/
theorem angular_integral :
    ∫ c in (-1 : ℝ)..1, (3 + c ^ 2) ^ 2 = 112 / 5 ∧
    π * ∫ c in (-1 : ℝ)..1, 139 * (3 + c ^ 2) ^ 2 / (180 * π) ^ 2 = 973 / (10125 * π) := by
  have hd : ∀ x : ℝ, HasDerivAt (fun c : ℝ => 9 * c + 2 * c ^ 3 + c ^ 5 / 5)
      ((3 + x ^ 2) ^ 2) x := by
    intro x
    have h := (((hasDerivAt_id' x).const_mul 9).fun_add
      ((hasDerivAt_pow 3 x).const_mul 2)).fun_add ((hasDerivAt_pow 5 x).div_const 5)
    refine h.congr_deriv ?_
    norm_num
    ring
  have hc : Continuous fun x : ℝ => (3 + x ^ 2) ^ 2 := by fun_prop
  have h : ∫ c in (-1 : ℝ)..1, (3 + c ^ 2) ^ 2 = 112 / 5 := by
    rw [intervalIntegral.integral_eq_sub_of_hasDerivAt (fun x _ => hd x)
      (hc.intervalIntegrable _ _)]
    norm_num
  refine ⟨h, ?_⟩
  have hπ := pi_ne_zero
  rw [intervalIntegral.integral_div, intervalIntegral.integral_const_mul, h]
  field_simp
  ring
```

`hd` checks the antiderivative term by term, the fundamental theorem of calculus `intervalIntegral.integral_eq_sub_of_hasDerivAt` evaluates it at the end points, and the second part pulls the constants out of the integral.

For $\mathbf e=\mathbf e_z$ and $\mathbf n=\mathbf n(c,\varphi)$ with $-1\le c\le1$, one has $\mathbf n\cdot\mathbf n=(1-c^2)(\cos^2\varphi+\sin^2\varphi)+c^2=1$ and $\mathbf e_z\cdot\mathbf n=c$. The integrand is independent of $\varphi$, so
$$\sigma=\frac12\cdot2\pi\cdot\frac{(a^2+2b^2)\,\omega^6}{16\pi^2}\cdot\frac{112}{5}=\frac{7(a^2+2b^2)}{5\pi}\,\omega^6 .$$
Again the theorem divides by $\omega^6$ and assumes $\omega>0$.

```lean
/-- The total cross section divided by `ω⁶` is `7 (a² + 2b²) / (5π)`. -/
theorem totalXS_eq (a b : ℝ) {ω : ℝ} (hω : 0 < ω) :
    totalXS a b ω / ω ^ 6 = 7 * (a ^ 2 + 2 * b ^ 2) / (5 * π) := by
  have hπ := pi_ne_zero
  have hω' := hω.ne'
  -- the polar integral does not depend on the azimuth
  have hin : ∀ φ : ℝ, ∫ c in (-1 : ℝ)..1, diffXS a b (photon ω ez) (photon ω (-ez))
      (photon ω (dir c φ)) (photon ω (-dir c φ))
      = (a ^ 2 + 2 * b ^ 2) * ω ^ 6 / (16 * π ^ 2) * (112 / 5) := by
    intro φ
    rw [← angular_integral.1, ← intervalIntegral.integral_const_mul]
    apply intervalIntegral.integral_congr
    intro c hc
    rw [Set.uIcc_of_le (by norm_num)] at hc
    have hsq : √(1 - c ^ 2) * √(1 - c ^ 2) = 1 - c ^ 2 :=
      mul_self_sqrt (by nlinarith [hc.1, hc.2])
    have hexp : dir c φ ⬝ᵥ dir c φ = √(1 - c ^ 2) * cos φ * (√(1 - c ^ 2) * cos φ)
        + √(1 - c ^ 2) * sin φ * (√(1 - c ^ 2) * sin φ) + c * c := by
      simp [dir, dotProduct, Fin.sum_univ_three]
    have hn : dir c φ ⬝ᵥ dir c φ = 1 := by
      rw [hexp]
      linear_combination (cos φ ^ 2 + sin φ ^ 2) * hsq + (1 - c ^ 2) * sin_sq_add_cos_sq φ
    have he : ez ⬝ᵥ ez = 1 := by simp [ez, dotProduct, Fin.sum_univ_three]
    have hdot : ez ⬝ᵥ dir c φ = c := by simp [ez, dir, dotProduct, Fin.sum_univ_three]
    have h := diffXS_cm a b hω he hn
    rw [hdot, div_eq_iff (pow_ne_zero 6 hω')] at h
    refine h.trans ?_
    show _ = (a ^ 2 + 2 * b ^ 2) * ω ^ 6 / (16 * π ^ 2) * (3 + c ^ 2) ^ 2
    ring
  simp only [totalXS, hin]
  rw [intervalIntegral.integral_const, smul_eq_mul]
  field_simp
  ring
```

The inner step `hin` computes the polar integral for each azimuth. It replaces the integrand pointwise on $[-1,1]$ through `intervalIntegral.integral_congr`; there `hsq` uses $1-c^2\ge0$ to square the root, `hn` and `hdot` are the two dot products above, and `diffXS_cm` gives the value. The azimuthal integral of the resulting constant contributes $2\pi$.

## The QED result

The QED couplings give $a^2+2b^2=(121+18)\,\alpha^4/(45^2m^8)=139\,\alpha^4/(2025\,m^8)$. Since $16\cdot2025=180^2$ and $7\cdot139/(5\cdot2025)=973/10125$,
$$\frac{d\sigma}{d\Omega}=\frac{139\,(3+c^2)^2}{(180\pi)^2}\,\frac{\alpha^4\omega^6}{m^8},\qquad \sigma=\frac{973}{10125\,\pi}\,\frac{\alpha^4\omega^6}{m^8}>0 .$$

```lean
/-- With the QED couplings, `dσ/dΩ = 139 α⁴ ω⁶ (3 + (e·n)²)² / ((180π)² m⁸)` in the centre
of mass, and the total cross section is `973 α⁴ ω⁶ / (10125 π m⁸)` and positive. -/
theorem light_by_light_cross_section {α m ω : ℝ} (hα : α ≠ 0) (hm : 0 < m) (hω : 0 < ω) :
    (∀ e n : Fin 3 → ℝ, e ⬝ᵥ e = 1 → n ⬝ᵥ n = 1 →
      diffXS (qedA α m) (qedB α m) (photon ω e) (photon ω (-e)) (photon ω n) (photon ω (-n))
        = 139 * (3 + (e ⬝ᵥ n) ^ 2) ^ 2 / (180 * π) ^ 2 * (α ^ 4 * ω ^ 6 / m ^ 8)) ∧
    totalXS (qedA α m) (qedB α m) ω = 973 / (10125 * π) * (α ^ 4 * ω ^ 6 / m ^ 8) ∧
    0 < totalXS (qedA α m) (qedB α m) ω := by
  have hπ := pi_ne_zero
  have hm' := hm.ne'
  have h := totalXS_eq (qedA α m) (qedB α m) hω
  rw [div_eq_iff (pow_ne_zero 6 hω.ne')] at h
  have heq : totalXS (qedA α m) (qedB α m) ω
      = 973 / (10125 * π) * (α ^ 4 * ω ^ 6 / m ^ 8) := by
    rw [h, qedA, qedB]
    field_simp
    ring
  refine ⟨fun e n he hn => ?_, heq, by rw [heq]; positivity⟩
  have hd := diffXS_cm (qedA α m) (qedB α m) hω he hn
  rw [div_eq_iff (pow_ne_zero 6 hω.ne')] at hd
  rw [hd, qedA, qedB]
  field_simp
  ring

end

end LightByLight
```

In words: for real $\alpha\ne0$, $m>0$ and $\omega>0$, the differential cross section has the stated form for every pair of unit vectors $\mathbf e,\mathbf n$, with $c$ written as `e ⬝ᵥ n`; the total cross section for beams along $\pm\mathbf e_z$ has the stated value; and that value is positive. Here $\omega$ is the energy of each photon in the centre-of-mass frame, so $\sqrt s=2\omega$. The proof multiplies `totalXS_eq` and `diffXS_cm` back by $\omega^6$ with `div_eq_iff`, unfolds the couplings, and clears denominators; `positivity` draws on all three hypotheses, $\alpha\neq0$ being the one that makes $\alpha^4>0$.

What is checked is the passage from the amplitudes to the cross sections: kinematics, helicity sum and angular integration. The form of `amp`, the vanishing of the single-flip amplitudes, the numbers 11, $-3$ and 45, the factor $1/(64\pi^2s)$ and the symmetry factor enter by definition. No hypothesis says $\omega\ll m$: the equations hold for the polynomial model at every $\omega>0$, and no bound on the neglected higher powers of $\omega/m$ or of $\alpha$ is given. The formula gives the leading cross section for unpolarised photon–photon scattering in the QED vacuum, with its $\omega^6$ growth, from a single electron loop at centre-of-mass photon energies well below the electron mass.

```lean
#print axioms LightByLight.mandelstam_sum_zero
#print axioms LightByLight.qed_combination
#print axioms LightByLight.light_by_light_cross_section
```

```
'LightByLight.mandelstam_sum_zero' depends on axioms: [propext, Classical.choice, Quot.sound]
'LightByLight.qed_combination' depends on axioms: [propext, Classical.choice, Quot.sound]
'LightByLight.light_by_light_cross_section' depends on axioms: [propext, Classical.choice, Quot.sound]
```
